# Coprime Miller Indices Give a Primitive Surface Cell of Area $a^2\sqrt{h^2+k^2+l^2}$ in a Simple Cubic Crystal

To set up a slab calculation of a surface energy, one picks two lattice vectors that span the surface cell, and later divides the excess energy by the area of the exposed faces. For an ideal, unreconstructed surface of a simple cubic crystal, a cross product settles both whether the chosen cell is primitive and how large it is.

## From a cross product to a basis of the plane

Write the Miller indices $(hkl)$ as an integer vector $\mathbf h=(h_0,h_1,h_2)$, and measure lattice vectors in units of the lattice constant $a$. The lattice plane through the origin consists of the integer vectors $\mathbf x$ with $\mathbf h\cdot\mathbf x=0$. A pair $\mathbf u,\mathbf v$ in this plane spans a primitive cell if every such $\mathbf x$ has unique integer coordinates in it. The claim is that for indices with greatest common divisor 1, integer vectors with $\mathbf u\times\mathbf v=\mathbf h$ exist, every such pair spans a primitive cell, and every primitive cell has area $a^2|\mathbf h|$.

**Existence.** Let $g=\gcd(h_0,h_1)$. If $g\neq0$, write $h_0=gs$ and $h_1=gt$. Bézout's identity $g=ph_0+qh_1$, divided by $g$, gives $ps+qt=1$. If $g=0$, take $s=p=1$ and $t=q=0$. In both cases set
$$\mathbf u=(t,-s,0),\qquad \mathbf v=(h_2p,\,h_2q,\,-g).$$
Then $\mathbf u\times\mathbf v=(gs,\;gt,\;h_2(tq+sp))=\mathbf h$. This holds for any integers $h_i$, coprime or not.

**Basis.** Let the indices have greatest common divisor 1. A second use of Bézout's identity, $1=rg+mh_2$, gives $\mathbf w=(rp,rq,m)$ with $\mathbf h\cdot\mathbf w=1$. If $\mathbf u\times\mathbf v=\mathbf h$, both vectors lie in the plane, and the frame $\mathbf u,\mathbf v,\mathbf w$ has determinant $(\mathbf u\times\mathbf v)\cdot\mathbf w=1$. Cramer's rule reads
$$\mathbf x=[\mathbf x\cdot(\mathbf v\times\mathbf w)]\,\mathbf u+[\mathbf x\cdot(\mathbf w\times\mathbf u)]\,\mathbf v+[\mathbf x\cdot\mathbf h]\,\mathbf w .$$
For in-plane $\mathbf x$ the last term vanishes, and the other two coefficients are integers. They are unique: taking the dot product of $\mathbf x=m'\mathbf u+n'\mathbf v$ with $\mathbf v\times\mathbf w$ returns $m'$, and with $\mathbf w\times\mathbf u$ returns $n'$.

**All primitive cells.** Let $\mathbf u,\mathbf v$ now be any primitive cell. In-plane vectors $\mathbf u'=\alpha\mathbf u+\beta\mathbf v$ and $\mathbf v'=\gamma\mathbf u+\delta\mathbf v$ satisfy
$$\mathbf u'\times\mathbf v'=D\,(\mathbf u\times\mathbf v),\qquad D=\alpha\delta-\beta\gamma\in\mathbb Z .$$
Choose them with $\mathbf u'\times\mathbf v'=\mathbf h$. The dot product with $\mathbf w$ gives $1=D\,(\mathbf u\times\mathbf v)\cdot\mathbf w$, so $D=\pm1$ and $\mathbf u\times\mathbf v=\pm\mathbf h$. Conversely, a pair with cross product $-\mathbf h$ is a primitive cell for $-\mathbf h$, which has the same plane.

**Common factors.** Suppose $\mathbf u\times\mathbf v=\mathbf h$ and the pair is a primitive cell, with $d$ the greatest common divisor of the indices. Write $\mathbf h=d\,\mathbf k$ with $\mathbf k\cdot\mathbf w=1$ for some integer $\mathbf w$; for $\mathbf h=0$, $\mathbf k=(1,1,1)$ will do. Choosing $\mathbf u'\times\mathbf v'=\mathbf k$ gives $\mathbf k=D\mathbf h=Dd\,\mathbf k$, hence $1=Dd$ and $d=1$. A pair with cross product $(2,0,0)$ is therefore never primitive.

**Area.** With $\theta$ the angle between the sides, Lagrange's identity gives
$$(a^2|\mathbf u||\mathbf v|\sin\theta)^2=a^4\left(|\mathbf u|^2|\mathbf v|^2-(\mathbf u\cdot\mathbf v)^2\right)=a^4|\mathbf u\times\mathbf v|^2 .$$
Since $\sin\theta\ge0$, the area is $a^2|\mathbf u\times\mathbf v|=a^2|\mathbf h|$.

## Planes, cells and areas in Lean

```lean
import Mathlib

open Matrix

namespace CubicSurfaceCell
```

Integer vectors have type `Fin 3 → ℤ`, with components `h 0`, `h 1`, `h 2`. The divisor $d$ is computed in two stages, as in the derivation.

```lean
/-- The greatest common divisor of the three Miller indices. -/
def millerGcd (h : Fin 3 → ℤ) : ℕ := Int.gcd (Int.gcd (h 0) (h 1)) (h 2)
```

The next definition states primitivity through coordinates and mentions no cross product. The symbol `⬝ᵥ` is the dot product, and `∃!` demands exactly one pair of integer coordinates.

```lean
/-- The vectors `u`, `v` span a primitive cell of the lattice plane normal to `h`: they lie in
the plane, and each integer vector in the plane has unique integer coordinates in them. -/
def IsPrimitiveCell (h u v : Fin 3 → ℤ) : Prop :=
  h ⬝ᵥ u = 0 ∧ h ⬝ᵥ v = 0 ∧
    ∀ x : Fin 3 → ℤ, h ⬝ᵥ x = 0 → ∃! c : ℤ × ℤ, x = c.1 • u + c.2 • v
```

Positions are placed in Euclidean space, and the area is the geometric one. The number `a` may be any real; physically it is positive. The model is the simple cubic translation lattice. In face-centred or body-centred crystals, the extra lattice points can make the primitive surface cell smaller.

```lean
/-- The position in space of the site with integer coordinates `u` in a simple cubic crystal
with lattice constant `a`. -/
noncomputable def site (a : ℝ) (u : Fin 3 → ℤ) : EuclideanSpace ℝ (Fin 3) :=
  WithLp.toLp 2 (fun i => a * (u i : ℝ))

/-- The area of the parallelogram spanned by two lattice vectors: the product of the side
lengths and the sine of the enclosed angle. -/
noncomputable def cellArea (a : ℝ) (u v : Fin 3 → ℤ) : ℝ :=
  ‖site a u‖ * ‖site a v‖ * Real.sin (InnerProductGeometry.angle (site a u) (site a v))
```

## Components and Bézout coefficients

Two lemmas translate vector equations into three integer equations each; `⨯₃` is the cross product.

```lean
/-- The cross product of two integer vectors, read off in components. -/
theorem cross_eq_iff (u v h : Fin 3 → ℤ) : u ⨯₃ v = h ↔
    u 1 * v 2 - u 2 * v 1 = h 0 ∧ u 2 * v 0 - u 0 * v 2 = h 1 ∧
      u 0 * v 1 - u 1 * v 0 = h 2 := by
  rw [cross_apply]
  constructor
  · rintro rfl
    exact ⟨rfl, rfl, rfl⟩
  · rintro ⟨h0, h1, h2⟩
    funext i
    fin_cases i
    exacts [h0, h1, h2]

/-- An integer combination of two lattice vectors, read off in components. -/
theorem comb_eq_iff (a b : ℤ) (x u v : Fin 3 → ℤ) : x = a • u + b • v ↔
    x 0 = a * u 0 + b * v 0 ∧ x 1 = a * u 1 + b * v 1 ∧ x 2 = a * u 2 + b * v 2 := by
  constructor
  · rintro rfl
    exact ⟨rfl, rfl, rfl⟩
  · rintro ⟨h0, h1, h2⟩
    funext i
    fin_cases i
    exacts [h0, h1, h2]
```

The reduced vector $\mathbf k$ and the coefficients $\mathbf w=(a,b,c)$ come from the following lemma. These integers `a`, `b`, `c` are unrelated to the lattice constant. The case split separates $\mathbf h=0$ from the double use of Bézout's identity, and `linear_combination` verifies the resulting equation from the named hypotheses.

```lean
/-- Miller indices are their greatest common divisor times a reduced index vector `k`, and some
integer combination of the entries of `k` equals 1. -/
theorem exists_reduced (h : Fin 3 → ℤ) : ∃ (k : Fin 3 → ℤ) (a b c : ℤ),
    (∀ i, h i = (millerGcd h : ℤ) * k i) ∧ a * k 0 + b * k 1 + c * k 2 = 1 := by
  have hd : ∀ i, (millerGcd h : ℤ) ∣ h i := by
    intro i
    fin_cases i
    exacts [(Int.gcd_dvd_left ..).trans (Int.gcd_dvd_left ..),
      (Int.gcd_dvd_left ..).trans (Int.gcd_dvd_right ..), Int.gcd_dvd_right ..]
  choose k hk using hd
  by_cases hg : (millerGcd h : ℤ) = 0
  · exact ⟨fun _ => 1, 1, 0, 0, fun i => show h i = (millerGcd h : ℤ) * 1 by
      linear_combination hk i + (k i - 1) * hg, by norm_num⟩
  · -- Bézout's identity, used twice
    obtain ⟨p, q, e1⟩ : ∃ p q : ℤ, (Int.gcd (h 0) (h 1) : ℤ) = h 0 * p + h 1 * q :=
      ⟨_, _, Int.gcd_eq_gcd_ab (h 0) (h 1)⟩
    obtain ⟨r, s, e2⟩ : ∃ r s : ℤ,
        (millerGcd h : ℤ) = (Int.gcd (h 0) (h 1) : ℤ) * r + h 2 * s :=
      ⟨_, _, Int.gcd_eq_gcd_ab (Int.gcd (h 0) (h 1) : ℤ) (h 2)⟩
    refine ⟨k, p * r, q * r, s, hk, mul_left_cancel₀ hg ?_⟩
    linear_combination -(p * r) * hk 0 - (q * r) * hk 1 - s * hk 2 - e2 - r * e1
```

The existence proof supplies the explicit $\mathbf u$ and $\mathbf v$ found above and checks the three components.

```lean
/-- Every integer vector is the cross product of two integer vectors. -/
theorem exists_cross_eq (h : Fin 3 → ℤ) : ∃ u v : Fin 3 → ℤ, u ⨯₃ v = h := by
  obtain ⟨g, s, t, p, q, e0, e1, e2⟩ : ∃ g s t p q : ℤ,
      h 0 = g * s ∧ h 1 = g * t ∧ p * s + q * t = 1 := by
    have d0 : (Int.gcd (h 0) (h 1) : ℤ) ∣ h 0 := Int.gcd_dvd_left ..
    have d1 : (Int.gcd (h 0) (h 1) : ℤ) ∣ h 1 := Int.gcd_dvd_right ..
    by_cases hg : (Int.gcd (h 0) (h 1) : ℤ) = 0
    · rw [hg, zero_dvd_iff] at d0 d1
      exact ⟨0, 1, 0, 1, 0, by rw [d0]; norm_num, by rw [d1]; norm_num, by norm_num⟩
    · obtain ⟨s, hs⟩ := d0
      obtain ⟨t, ht⟩ := d1
      obtain ⟨p, q, e⟩ : ∃ p q : ℤ, (Int.gcd (h 0) (h 1) : ℤ) = h 0 * p + h 1 * q :=
        ⟨_, _, Int.gcd_eq_gcd_ab (h 0) (h 1)⟩
      refine ⟨_, s, t, p, q, hs, ht, mul_left_cancel₀ hg ?_⟩
      linear_combination -e - p * hs - q * ht
  -- the first vector lies in the layer of vanishing third coordinate
  refine ⟨![t, -s, 0], ![h 2 * p, h 2 * q, -g], (cross_eq_iff _ _ _).2 ⟨?_, ?_, ?_⟩⟩
  · change (-s) * (-g) - 0 * (h 2 * q) = h 0
    linear_combination -e0
  · change 0 * (h 2 * p) - t * (-g) = h 1
    linear_combination -e1
  · change t * (h 2 * q) - (-s) * (h 2 * p) = h 2
    linear_combination h 2 * e2
```

## Which pairs are primitive

The integer $D$ appears here as `a * d - b * c`, the determinant of the coordinates of `p` and `q`, which play the roles of $\mathbf u'$ and $\mathbf v'$.

```lean
/-- The cross product of two in-plane integer vectors is an integer multiple of the cross
product of the vectors of a primitive cell. -/
theorem cross_eq_smul {h u v p q : Fin 3 → ℤ} (hc : IsPrimitiveCell h u v)
    (hp : h ⬝ᵥ p = 0) (hq : h ⬝ᵥ q = 0) : ∃ D : ℤ, p ⨯₃ q = D • (u ⨯₃ v) := by
  obtain ⟨⟨a, b⟩, hp', -⟩ := hc.2.2 p hp
  obtain ⟨⟨c, d⟩, hq', -⟩ := hc.2.2 q hq
  obtain ⟨e0, e1, e2⟩ := (comb_eq_iff a b p u v).1 hp'
  obtain ⟨f0, f1, f2⟩ := (comb_eq_iff c d q u v).1 hq'
  refine ⟨a * d - b * c, (cross_eq_iff _ _ _).2 ⟨?_, ?_, ?_⟩⟩
  · change _ = (a * d - b * c) * (u 1 * v 2 - u 2 * v 1)
    rw [e1, e2, f1, f2]; ring
  · change _ = (a * d - b * c) * (u 2 * v 0 - u 0 * v 2)
    rw [e0, e2, f0, f2]; ring
  · change _ = (a * d - b * c) * (u 0 * v 1 - u 1 * v 0)
    rw [e0, e1, f0, f1]; ring
```

The next theorem contains both the common-factor argument and the basis argument. In its second half, `s` and `t` are the Cramer coefficients $\mathbf x\cdot(\mathbf v\times\mathbf w)$ and $\mathbf x\cdot(\mathbf w\times\mathbf u)$; `hst` is the expansion of `x`, and `hm` and `hn` give uniqueness.

```lean
/-- Two integer vectors with cross product `h` span a primitive cell of the lattice plane
normal to `h` if and only if the entries of `h` have greatest common divisor 1. -/
theorem isPrimitiveCell_iff_gcd {h u v : Fin 3 → ℤ} (huv : u ⨯₃ v = h) :
    IsPrimitiveCell h u v ↔ millerGcd h = 1 := by
  obtain ⟨k, a, b, c, hk, hw⟩ := exists_reduced h
  constructor
  · intro hc
    -- compare with a pair whose cross product is the reduced index vector
    obtain ⟨p, q, hpq⟩ := exists_cross_eq k
    obtain ⟨c0, c1, c2⟩ := (cross_eq_iff _ _ _).1 hpq
    have hp : h ⬝ᵥ p = 0 := by
      simp only [dotProduct, Fin.sum_univ_three]
      rw [hk 0, hk 1, hk 2, ← c0, ← c1, ← c2]; ring
    have hq : h ⬝ᵥ q = 0 := by
      simp only [dotProduct, Fin.sum_univ_three]
      rw [hk 0, hk 1, hk 2, ← c0, ← c1, ← c2]; ring
    obtain ⟨D, hD⟩ := cross_eq_smul hc hp hq
    rw [hpq, huv] at hD
    have k0 : k 0 = D * h 0 := congrFun hD 0
    have k1 : k 1 = D * h 1 := congrFun hD 1
    have k2 : k 2 = D * h 2 := congrFun hD 2
    have hdvd : (millerGcd h : ℤ) ∣ 1 := ⟨D, by
      linear_combination (D * (millerGcd h : ℤ) - 1) * hw + a * k0 + b * k1 + c * k2
        + D * a * hk 0 + D * b * hk 1 + D * c * hk 2⟩
    exact Nat.dvd_one.1 (by exact_mod_cast hdvd)
  · intro hg
    simp only [hg, Nat.cast_one, one_mul] at hk
    obtain ⟨c0, c1, c2⟩ := (cross_eq_iff _ _ _).1 huv
    rw [← hk 0, ← hk 1, ← hk 2, ← c0, ← c1, ← c2] at hw
    simp only [IsPrimitiveCell, dotProduct, Fin.sum_univ_three]
    refine ⟨by rw [← c0, ← c1, ← c2]; ring, by rw [← c0, ← c1, ← c2]; ring, ?_⟩
    intro x hx
    rw [← c0, ← c1, ← c2] at hx
    -- Cramer's rule in the frame u, v, (a, b, c), which has determinant 1
    obtain ⟨s, hs⟩ : ∃ s, s = x 0 * (v 1 * c - v 2 * b) + x 1 * (v 2 * a - v 0 * c)
      + x 2 * (v 0 * b - v 1 * a) := ⟨_, rfl⟩
    obtain ⟨t, ht⟩ : ∃ t, t = x 0 * (u 2 * b - u 1 * c) + x 1 * (u 0 * c - u 2 * a)
      + x 2 * (u 1 * a - u 0 * b) := ⟨_, rfl⟩
    have hst : x = s • u + t • v := (comb_eq_iff _ _ _ _ _).2
      ⟨by linear_combination -x 0 * hw + a * hx - u 0 * hs - v 0 * ht,
       by linear_combination -x 1 * hw + b * hx - u 1 * hs - v 1 * ht,
       by linear_combination -x 2 * hw + c * hx - u 2 * hs - v 2 * ht⟩
    refine ⟨(s, t), hst, ?_⟩
    rintro ⟨m, n⟩ hmn
    obtain ⟨e0, e1, e2⟩ := (comb_eq_iff m n x u v).1 hmn
    have hm : m = s := by
      linear_combination -(v 1 * c - v 2 * b) * e0 - (v 2 * a - v 0 * c) * e1
        - (v 0 * b - v 1 * a) * e2 - m * hw - hs
    have hn : n = t := by
      linear_combination -(u 2 * b - u 1 * c) * e0 - (u 0 * c - u 2 * a) * e1
        - (u 1 * a - u 0 * b) * e2 - n * hw - ht
    rw [hm, hn]
```

For coprime indices, the comparison with a known primitive cell shows that `D` divides 1, which leaves the two signs. The reverse direction for `-h` uses the fact that both normals define the same plane.

```lean
/-- For Miller indices with greatest common divisor 1, the primitive cells of the lattice plane
are exactly the pairs of integer vectors with cross product `h` or `-h`. -/
theorem isPrimitiveCell_iff_cross {h : Fin 3 → ℤ} (hg : millerGcd h = 1) (u v : Fin 3 → ℤ) :
    IsPrimitiveCell h u v ↔ u ⨯₃ v = h ∨ u ⨯₃ v = -h := by
  constructor
  · intro hc
    obtain ⟨p, q, hpq⟩ := exists_cross_eq h
    have hcell := (isPrimitiveCell_iff_gcd hpq).2 hg
    obtain ⟨D, hD⟩ := cross_eq_smul hc hcell.1 hcell.2.1
    rw [hpq] at hD
    obtain ⟨k, a, b, c, hk, hw⟩ := exists_reduced h
    simp only [hg, Nat.cast_one, one_mul] at hk
    have k0 : h 0 = D * (u ⨯₃ v) 0 := congrFun hD 0
    have k1 : h 1 = D * (u ⨯₃ v) 1 := congrFun hD 1
    have k2 : h 2 = D * (u ⨯₃ v) 2 := congrFun hD 2
    -- the integer factor divides 1, so it is a sign
    have hdvd : D ∣ 1 := ⟨a * (u ⨯₃ v) 0 + b * (u ⨯₃ v) 1 + c * (u ⨯₃ v) 2, by
      linear_combination -hw + a * k0 + b * k1 + c * k2 - a * hk 0 - b * hk 1 - c * hk 2⟩
    rcases Int.isUnit_iff.1 (isUnit_of_dvd_one hdvd) with h1 | h1
    · left
      rw [hD, h1, one_smul]
    · right
      rw [hD, h1, neg_smul, one_smul, neg_neg]
  · rintro (huv | huv)
    · exact (isPrimitiveCell_iff_gcd huv).2 hg
    · have hc := (isPrimitiveCell_iff_gcd huv).2 (by simpa [millerGcd] using hg)
      simpa only [IsPrimitiveCell, neg_dotProduct, neg_eq_zero] using hc
```

## The area of every primitive cell

The area formula holds for any two lattice vectors, primitive or not. In the proof, `hin` evaluates the inner products, a Mathlib lemma turns the product of the sine and the two side lengths into the square root of $|\mathbf u|^2|\mathbf v|^2-(\mathbf u\cdot\mathbf v)^2$ for the scaled vectors, and `ring` closes Lagrange's identity.

```lean
/-- The area of a cell spanned by two lattice vectors is the squared lattice constant times the
length of their integer cross product. -/
theorem cellArea_eq (a : ℝ) {h u v : Fin 3 → ℤ} (huv : u ⨯₃ v = h) :
    cellArea a u v = a ^ 2 * Real.sqrt ((h 0 : ℝ) ^ 2 + (h 1 : ℝ) ^ 2 + (h 2 : ℝ) ^ 2) := by
  obtain ⟨c0, c1, c2⟩ := (cross_eq_iff _ _ _).1 huv
  have hin : ∀ x y : Fin 3 → ℤ, inner ℝ (site a x) (site a y)
      = a ^ 2 * ((x 0 : ℝ) * y 0 + (x 1 : ℝ) * y 1 + (x 2 : ℝ) * y 2) := by
    intro x y
    simp only [site, PiLp.inner_apply, Fin.sum_univ_three, RCLike.inner_apply, conj_trivial]
    ring
  have hs : ∀ S : ℝ, a ^ 2 * Real.sqrt S = Real.sqrt ((a ^ 2) ^ 2 * S) := by
    intro S
    rw [Real.sqrt_mul (sq_nonneg _), Real.sqrt_sq (sq_nonneg a)]
  rw [cellArea, mul_comm, InnerProductGeometry.sin_angle_mul_norm_mul_norm, hs]
  simp only [hin]
  -- Lagrange's identity
  congr 1
  rw [← c0, ← c1, ← c2]
  push_cast
  ring
```

The final theorem assumes only `millerGcd h = 1`. Its three parts are the existence of a pair with cross product `h`, the primitivity of every such pair, and the area of every primitive cell, where the sign of the cross product disappears on squaring.

```lean
/-- For Miller indices with greatest common divisor 1, some pair of integer vectors has cross
product `h`, every such pair spans a primitive surface cell, and every primitive surface cell of the
simple cubic crystal for these indices has area `a²` times the length of `h`. -/
theorem primitive_surface_cell (a : ℝ) {h : Fin 3 → ℤ} (hg : millerGcd h = 1) :
    (∃ u v : Fin 3 → ℤ, u ⨯₃ v = h) ∧
    (∀ u v : Fin 3 → ℤ, u ⨯₃ v = h → IsPrimitiveCell h u v) ∧
    ∀ u v : Fin 3 → ℤ, IsPrimitiveCell h u v →
      cellArea a u v = a ^ 2 * Real.sqrt ((h 0 : ℝ) ^ 2 + (h 1 : ℝ) ^ 2 + (h 2 : ℝ) ^ 2) := by
  refine ⟨exists_cross_eq h, fun u v huv => (isPrimitiveCell_iff_gcd huv).2 hg, ?_⟩
  intro u v hc
  rcases (isPrimitiveCell_iff_cross hg u v).1 hc with huv | huv
  · exact cellArea_eq a huv
  · have harea := cellArea_eq a huv
    simpa only [Pi.neg_apply, Int.cast_neg, neg_sq] using harea

end CubicSurfaceCell
```

```lean
#print axioms CubicSurfaceCell.primitive_surface_cell
```

```
'CubicSurfaceCell.primitive_surface_cell' depends on axioms: [propext, Classical.choice, Quot.sound]
```
